# A plane-wave Hamiltonian with a real potential sampled on a uniform grid is Hermitian

The lemma concerns one particle in a one-dimensional periodic cell of unit length, in units where ħ and the particle's mass are 1. The basis consists of the plane waves exp(2πinx) with integer frequencies `n` from `-M` to `M`. The Hamiltonian matrix is the sum of a diagonal matrix of kinetic energies 2π²n² and a matrix of potential elements computed as averages over `N` uniformly spaced grid points, with the potential displaced by `t`. The potential is a finite trigonometric polynomial, assumed real at every point, and the claim is that the matrix equals its own conjugate transpose for every `t`. The proof sets out to show that conjugating a plane wave reverses its frequency (`hw`), and uses this and the reality of the potential to show that conjugating a grid coefficient does the same (`hg`). It then compares the matrix entries one by one, treating the kinetic term separately on and off the diagonal.

In Lean, a first try:

```lean
import Mathlib

open Real Matrix ComplexConjugate

namespace HamiltonianIsHermitian

noncomputable section

/-- The plane wave `exp(2πikx)` of integer frequency `k` on the unit cell. -/
def planeWave (k : ℤ) (x : ℝ) : ℂ := Complex.exp (2 * π * Complex.I * k * x)

/-- The trigonometric polynomial `V(x) = ∑ c_k exp(2πikx)` over `|k| ≤ B`. -/
def potential (B : ℕ) (c : ℤ → ℂ) (x : ℝ) : ℂ :=
  ∑ k ∈ Finset.Icc (-(B : ℤ)) B, c k * planeWave k x

/-- The average of `V(j/N - t) exp(-2πidj/N)` over the grid points `j < N`, for `N ≥ 1`. -/
def gridFourier (B : ℕ) (c : ℤ → ℂ) (N : ℕ) (t : ℝ) (d : ℤ) : ℂ :=
  (1 / (N : ℂ)) * ∑ j ∈ Finset.range N,
    potential B c ((j : ℝ) / N - t) * planeWave (-d) ((j : ℝ) / N)

/-- The frequency `i - M` of the basis state `i`, running from `-M` to `M`. -/
def freq (M : ℕ) (i : Fin (2 * M + 1)) : ℤ := ((i : ℕ) : ℤ) - M

/-- The plane-wave Hamiltonian: kinetic energy `2π²n²` on the diagonal plus the potential
matrix elements evaluated on the `N`-point grid (`N ≥ 1`), with the potential displaced by `t`. -/
def hamiltonian (M B : ℕ) (c : ℤ → ℂ) (N : ℕ) (t : ℝ) :
    Matrix (Fin (2 * M + 1)) (Fin (2 * M + 1)) ℂ :=
  Matrix.of fun i j => (if i = j then 2 * (π : ℂ) ^ 2 * (freq M j : ℂ) ^ 2 else 0) +
    gridFourier B c N t (freq M i - freq M j)

/-- For a real potential the grid Hamiltonian is Hermitian at every displacement. -/
theorem hamiltonian_isHermitian (M B : ℕ) (c : ℤ → ℂ) (N : ℕ) (t : ℝ)
    (hV : ∀ x, conj (potential B c x) = potential B c x) :
    (hamiltonian M B c N t).IsHermitian := by
  have hw : ∀ (k : ℤ) (x : ℝ), conj (planeWave k x) = planeWave (-k) x := by
    intro k x
    unfold planeWave
    rw [← Complex.exp_conj]
    congr 1
    simp
  have hg : ∀ d, conj (gridFourier B c N t d) = gridFourier B c N t (-d) := by
    intro d
    simp only [gridFourier, map_mul, map_sum, hV, hw, map_div₀, map_one, map_natCast]
  refine Matrix.IsHermitian.ext fun i j => ?_
  change conj (hamiltonian M B c N t j i) = _
  simp only [hamiltonian, Matrix.of_apply]
  rw [map_add, hg, neg_sub]
  congr 1
  by_cases h : i = j
  · subst h
    simp
  · simp [h, Ne.symm h]

end

end HamiltonianIsHermitian
```

Lean reports:

```
Main.lean:35:74: error: unsolved goals
M B : ℕ
c : ℤ → ℂ
N : ℕ
t : ℝ
hV : ∀ (x : ℝ), (starRingEnd ℂ) (potential B c x) = potential B c x
k : ℤ
x : ℝ
⊢ ((starRingEnd ℂ) 2 = 2 ∨ k = 0) ∨ x = 0
Main.lean:50:2: error: unsolved goals
case pos
M B : ℕ
c : ℤ → ℂ
N : ℕ
t : ℝ
hV : ∀ (x : ℝ), (starRingEnd ℂ) (potential B c x) = potential B c x
hw : ∀ (k : ℤ) (x : ℝ), (starRingEnd ℂ) (planeWave k x) = planeWave (-k) x
hg : ∀ (d : ℤ), (starRingEnd ℂ) (gridFourier B c N t d) = gridFourier B c N t (-d)
i : Fin (2 * M + 1)
⊢ (starRingEnd ℂ) 2 = 2 ∨ freq M i = 0
```

Diagnosis. Both errors come down to the same small fact: the complex conjugate of the number 2 is 2. In `hw` the 2 comes from the exponent 2πikx, and in the diagonal case, `case pos`, from the kinetic energy 2π²n². Each time, `simp` carries the conjugation inwards and cancels the factors common to both sides, but leaves `(starRingEnd ℂ) 2 = 2` unproved. The alternatives in the messages, `k = 0`, `x = 0` and `freq M i = 0`, are the cases where a cancelled factor vanishes and the equation holds anyway. They need not hold in general, so the first alternative has to be proved.

The repair proves it once, as `h2`, using `Complex.ext`, which reduces an equality of complex numbers to equality of their real and imaginary parts; `simp` settles both. Giving `h2` to the two failing `simp` calls lets them replace the conjugate of 2 by 2 and finish.

The change, after which it compiles:

```diff
@@ -33,4 +33,5 @@
     (hV : ∀ x, conj (potential B c x) = potential B c x) :
     (hamiltonian M B c N t).IsHermitian := by
+  have h2 : conj (2 : ℂ) = 2 := Complex.ext (by simp) (by simp)
   have hw : ∀ (k : ℤ) (x : ℝ), conj (planeWave k x) = planeWave (-k) x := by
     intro k x
@@ -38,5 +39,5 @@
     rw [← Complex.exp_conj]
     congr 1
-    simp
+    simp [h2]
   have hg : ∀ d, conj (gridFourier B c N t d) = gridFourier B c N t (-d) := by
     intro d
@@ -49,5 +50,5 @@
   by_cases h : i = j
   · subst h
-    simp
+    simp [h2]
   · simp [h, Ne.symm h]
 
```
